# The k-th derivative of a product at a point where the lower derivatives of one factor vanish

Let `d` and `h` be real functions of one real variable, both smooth at a point `R`, and let every derivative of `d` of order below `k` vanish at `R`. The lemma states that the `k`-th derivative of the product `d * h` at `R` is then the `k`-th derivative of `d` at `R` times the value `h R`. In physical terms, a smooth factor multiplying a quantity that vanishes in this way enters the product's `k`-th derivative at that point only through its own value there; no Hamiltonian, wavefunction or normalisation is involved. The attempt goes by induction on `k`: it applies the product rule near `R`, splits the `k`-th derivative of the resulting sum, and uses the induction hypothesis on each term, the second of which vanishes.

The first attempt, which Lean rejects:

```lean
import Mathlib

open Filter Topology
open scoped ContDiff

namespace IteratedDerivMulOfVanishing

noncomputable section

/-- The derivative of a function smooth at `R` is smooth at `R`. -/
theorem smooth_deriv {f : ℝ → ℝ} {R : ℝ} (hf : ContDiffAt ℝ ∞ f R) :
    ContDiffAt ℝ ∞ (deriv f) R := by
  show ContDiffAt ℝ ∞ (fun x => fderiv ℝ f x 1) R
  exact (hf.fderiv_right (m := ∞) (mod_cast le_top)).clm_apply contDiffAt_const

/-- For `d` and `h` smooth at `R`, if all derivatives of `d` of order below `k` vanish at `R`,
then the `k`-th derivative of `d h` at `R` is the `k`-th derivative of `d` times `h R`. -/
theorem iteratedDeriv_mul_of_vanishing {R : ℝ} (k : ℕ) : ∀ {d h : ℝ → ℝ},
    ContDiffAt ℝ ∞ d R → ContDiffAt ℝ ∞ h R → (∀ j < k, iteratedDeriv j d R = 0) →
    iteratedDeriv k (d * h) R = iteratedDeriv k d R * h R := by
  induction k with
  | zero => intro d h _ _ _; simp [iteratedDeriv_zero]
  | succ k ih =>
    intro d h hd hh hv
    have diff : ∀ {f : ℝ → ℝ}, ContDiffAt ℝ ∞ f R → ∀ᶠ x in 𝓝 R, DifferentiableAt ℝ f x := by
      intro f hf
      have h1 : ContDiffAt ℝ 1 f R := hf.of_le (mod_cast le_top)
      filter_upwards [h1.eventually (by simp)] with x hx
      exact hx.differentiableAt (by simp)
    -- the product rule holds in a neighbourhood of R
    have e : deriv (d * h) =ᶠ[𝓝 R] deriv d * h + d * deriv h := by
      filter_upwards [diff hd, diff hh] with x hx hy
      exact (hx.hasDerivAt.mul hy.hasDerivAt).deriv
    have h1 : iteratedDeriv (k + 1) (d * h) R = iteratedDeriv k (deriv (d * h)) R := by
      rw [iteratedDeriv_succ']
    have h2 : iteratedDeriv (k + 1) d R = iteratedDeriv k (deriv d) R := by
      rw [iteratedDeriv_succ']
    have h3 : ∀ j < k, iteratedDeriv j (deriv d) R = 0 := by
      intro j hj
      rw [← iteratedDeriv_succ']
      exact hv (j + 1) (by omega)
    rw [h1, h2, e.iteratedDeriv_eq k,
      iteratedDeriv_add (contDiffAt_infty.1 ((smooth_deriv hd).mul hh) k)
        (contDiffAt_infty.1 (hd.mul (smooth_deriv hh)) k),
      ih (smooth_deriv hd) hh h3, ih hd (smooth_deriv hh) (fun j hj => hv j (by omega)),
      hv k (by omega)]
    ring

end

end IteratedDerivMulOfVanishing
```

Messages:

```
Main.lean:43:6: error: Tactic `rewrite` failed: Did not find an occurrence of the pattern
  iteratedDeriv k ((fun x => deriv d x * h x) + fun x => d x * deriv h x) R
in the target expression
  iteratedDeriv k (deriv d * h + d * deriv h) R = iteratedDeriv k (deriv d) R * h R

case succ
R : ℝ
k : ℕ
ih :
  ∀ {d h : ℝ → ℝ},
    ContDiffAt ℝ ∞ d R →
      ContDiffAt ℝ ∞ h R → (∀ j < k, iteratedDeriv j d R = 0) → iteratedDeriv k (d * h) R = iteratedDeriv k d R * h R
d h : ℝ → ℝ
hd : ContDiffAt ℝ ∞ d R
hh : ContDiffAt ℝ ∞ h R
hv : ∀ j < k + 1, iteratedDeriv j d R = 0
diff : ∀ {f : ℝ → ℝ}, ContDiffAt ℝ ∞ f R → ∀ᶠ (x : ℝ) in 𝓝 R, DifferentiableAt ℝ f x
e : deriv (d * h) =ᶠ[𝓝 R] deriv d * h + d * deriv h
h1 : iteratedDeriv (k + 1) (d * h) R = iteratedDeriv k (deriv (d * h)) R
h2 : iteratedDeriv (k + 1) d R = iteratedDeriv k (deriv d) R
h3 : ∀ j < k, iteratedDeriv j (deriv d) R = 0
⊢ iteratedDeriv k (deriv d * h + d * deriv h) R = iteratedDeriv k (deriv d) R * h R
```

The change, after which it compiles:

```diff
@@ -40,7 +40,8 @@
       rw [← iteratedDeriv_succ']
       exact hv (j + 1) (by omega)
+    have sA : ContDiffAt ℝ ∞ (deriv d * h) R := (smooth_deriv hd).mul hh
+    have sB : ContDiffAt ℝ ∞ (d * deriv h) R := hd.mul (smooth_deriv hh)
     rw [h1, h2, e.iteratedDeriv_eq k,
-      iteratedDeriv_add (contDiffAt_infty.1 ((smooth_deriv hd).mul hh) k)
-        (contDiffAt_infty.1 (hd.mul (smooth_deriv hh)) k),
+      iteratedDeriv_add (contDiffAt_infty.1 sA k) (contDiffAt_infty.1 sB k),
       ih (smooth_deriv hd) hh h3, ih hd (smooth_deriv hh) (fun j hj => hv j (by omega)),
       hv k (by omega)]
```

What went wrong. The one error comes from the rewrite with `iteratedDeriv_add`, which splits the derivative of a sum. Lean reads off the two summands from the smoothness proofs handed to the lemma. Those proofs, built with `.mul`, speak of the products written out point by point, `fun x => deriv d x * h x` and `fun x => d x * deriv h x`, so the rewrite searches for a sum of these. The goal instead has `deriv d * h + d * deriv h`, with products of functions. The two forms are equal by definition, but `rw` does not unfold the multiplication of functions when it looks for its pattern, and so finds no match.

The repair states the same two smoothness facts beforehand, as `sA` and `sB`, with the products written as in the goal. Lean accepts the old proofs for them, since checking a proof against a stated type does allow that unfolding. With `sA` and `sB` passed to `iteratedDeriv_add`, the pattern has the goal's form and the rewrite succeeds.
